# The free-gas structure factor $\frac{3q}{4k}-\frac{q^3}{16k^3}$ for $0\le q\le 2k$ as the fraction of a Fermi sphere's volume outside its displaced copy

Take two balls of radius 1 in momentum space, with coordinates $(x,y,z)$, one centred at the origin and one at $(0,0,1)$. They overlap in a lens, which the plane $z=1/2$ cuts into two equal caps. The upper cap is bounded by the ball at the origin, so its slice at height $z$ is a disc of area $\pi(1-z^2)$, and its volume is $\pi\int_{1/2}^{1}(1-z^2)\,dz = 5\pi/24$. The lens has volume $5\pi/12$, and the part of the first ball outside the second has volume $4\pi/3-5\pi/12 = 11\pi/12$, a fraction $11/16$ of the ball. For radius $k>0$ and displacement $0\le q\le 2k$ the same slicing gives the fraction $3q/(4k)-q^3/(16k^3)$, which at $k=q=1$ is $3/4-1/16=11/16$.

In Lean 4 with Mathlib:

```lean
import Mathlib

open MeasureTheory Set
open scoped Real

namespace FreeGasStructureFactor

noncomputable section
```

## Fermi sphere and the momenta free to scatter

The ground state $\Phi$ of $N$ non-interacting electrons in a periodic box at zero temperature, taken with closed shells, fills the plane waves with wave vector $|\mathbf p|\le k$, with occupation $n_{\mathbf p}=1$ inside and $0$ outside. The radius $k$ is the Fermi wave number, fixed by the density, which is $k^3/(3\pi^2)$ for the unpolarised gas; $k>0$ means that the density is nonzero. A wave vector is an element `p` of `(ℝ × ℝ) × ℝ`, with $x,y,z$ given by `p.1.1`, `p.1.2`, `p.2`, and `volume` is the product Lebesgue measure. The closed ball of radius $k$ about $(0,0,c)$ is written $B_c$.

```lean
/-- The Fermi sphere of radius `k` centred at `(0, 0, c)`; a momentum is `((x, y), z)`. -/
def fermiSphere (k c : ℝ) : Set ((ℝ × ℝ) × ℝ) :=
  {p | p.1.1 ^ 2 + p.1.2 ^ 2 + (p.2 - c) ^ 2 ≤ k ^ 2}
```

The density operator $\rho_{\mathbf q}=\sum_j e^{-i\mathbf q\cdot\mathbf r_j}$, summed over electron positions $\mathbf r_j$, moves one electron from $\mathbf p$ to $\mathbf p-\mathbf q$ without changing its spin $\sigma$. For $\mathbf q\neq 0$ among the allowed wave vectors of the box, the Pauli principle keeps only the terms with $\mathbf p$ occupied and $\mathbf p-\mathbf q$ empty, and these are orthonormal determinants. The static structure factor is therefore
$$S(\mathbf q)=\frac1N\langle\Phi|\rho_{\mathbf q}^\dagger\rho_{\mathbf q}|\Phi\rangle=\frac1N\sum_{\mathbf p,\sigma}n_{\mathbf p}\,(1-n_{\mathbf p-\mathbf q}).$$
With $\mathbf q=(0,0,q)$ the contributing wave vectors form the set $E=\{|\mathbf p|\le k,\ |\mathbf p-\mathbf q|>k\}=B_0\setminus B_q$.

```lean
/-- Momenta inside the Fermi sphere at the origin and outside the sphere displaced by `q`
along `z`. -/
def excitable (k q : ℝ) : Set ((ℝ × ℝ) × ℝ) :=
  {p | p.1.1 ^ 2 + p.1.2 ^ 2 + p.2 ^ 2 ≤ k ^ 2 ∧
    k ^ 2 < p.1.1 ^ 2 + p.1.2 ^ 2 + (p.2 - q) ^ 2}
```

In the limit of a large box the sums over $\mathbf p$ become integrals. The density of allowed wave vectors and the spin degeneracy multiply both the sum and $N$ and cancel, which leaves $S=|E|/|B_0|$, where bars denote volume. The file takes this ratio as the definition of `structureFactor`, and the many-body argument above and the large-box limit are not among the things it proves. At $q=0$ the ratio is $0$, so the forward value $N$ that $\frac1N\langle\Phi|\rho_{\mathbf q}^\dagger\rho_{\mathbf q}|\Phi\rangle$ takes at $\mathbf q=0$, where $\rho_{\mathbf q}=N$, is left out. Measures take values in $[0,\infty]$, and `toReal` returns them to real numbers for the division.

```lean
/-- The free-gas structure factor: the non-overlapping volume as a fraction of the volume
of the Fermi sphere. -/
def structureFactor (k q : ℝ) : ℝ :=
  (volume (excitable k q)).toReal / (volume (fermiSphere k 0)).toReal
```

For the plane-wave determinant, that is with exchange but without correlation, $S-1$ is the density times the Fourier transform of the difference between the pair distribution function and one, so it encodes the exchange hole of the uniform gas.

The balls are given by polynomial inequalities because the norm on a product type is the maximum norm, in which `Metric.closedBall` is a cube. With `EuclideanSpace ℝ (Fin 3)` as momentum space, the spheres would be metric balls and $\mathbf q$ a vector of any direction, so the statement would also say that $S$ depends on $|\mathbf q|$ alone. The slicing proof could then be reused after a rotation of $\mathbf q$ onto the $z$ axis, which preserves volume, and a measure-preserving splitting into plane and axis. In the form used here $\mathbf q$ points along $+z$.

## Discs and solids of revolution

All the bodies involved are symmetric about the $z$ axis, so their slices at fixed $z$ are discs $x^2+y^2\le a$. For $a\ge0$ the radius is $\sqrt a$ and the area is $\pi a$, and for $a<0$ the set is empty. One formula covers both cases, since `ENNReal.ofReal` sends negative numbers to zero. For $a\ge 0$ the proof identifies the plane with $\mathbb C$ by a measure-preserving map, under which the disc is `Metric.closedBall 0 (Real.sqrt a)`, and takes the area from `Complex.volume_closedBall`.

```lean
/-- The transverse disc `x² + y² ≤ a` has area `π a` (zero when `a < 0`). -/
theorem volume_disc (a : ℝ) :
    volume {p : ℝ × ℝ | p.1 ^ 2 + p.2 ^ 2 ≤ a} = ENNReal.ofReal (π * a) := by
  rcases lt_or_ge a 0 with ha | ha
  · have h : {p : ℝ × ℝ | p.1 ^ 2 + p.2 ^ 2 ≤ a} = ∅ := by
      ext p
      simp only [Set.mem_ofPred_eq, mem_empty_iff_false, iff_false, not_le]
      nlinarith [sq_nonneg p.1, sq_nonneg p.2]
    rw [h, measure_empty]
    exact (ENNReal.ofReal_of_nonpos (by nlinarith [Real.pi_pos])).symm
  · -- the disc is a closed ball of the complex plane
    have h : Complex.measurableEquivRealProd ⁻¹' {p : ℝ × ℝ | p.1 ^ 2 + p.2 ^ 2 ≤ a}
        = Metric.closedBall 0 (Real.sqrt a) := by
      ext z
      simp only [mem_preimage, Set.mem_ofPred_eq, Complex.measurableEquivRealProd_apply,
        mem_closedBall_zero_iff]
      rw [Real.le_sqrt (norm_nonneg z) ha, Complex.sq_norm, Complex.normSq_apply]
      constructor <;> intro h <;> nlinarith
    rw [← Complex.volume_preserving_equiv_real_prod.measure_preimage_equiv, h,
      Complex.volume_closedBall, ← ENNReal.ofReal_pow (Real.sqrt_nonneg a), Real.sq_sqrt ha,
      mul_comm π a, ENNReal.ofReal_mul ha]
    congr 1
    exact ENNReal.ofReal_coe_nnreal.symm
```

Let $g(z)$ be a continuous squared slice radius, nonnegative on $[a,b]$ and nonpositive outside. Integrating over $x,y$ first,
$$\bigl|\{x^2+y^2\le g(z)\}\bigr|=\int_{-\infty}^{\infty}\pi\max(g(z),0)\,dz=\pi\int_a^b g(z)\,dz .$$
Continuity of $g$ makes the solid closed and hence measurable (`hm`). The statement `h1` gives each slice the area $\pi g(z)$ on $[a,b]$ and zero elsewhere, `Measure.prod_apply_symm` is the iterated integration, and `hI` turns the integral of $[0,\infty]$-valued areas into an ordinary one, using $g\ge0$ on the interval.

```lean
/-- A solid of revolution `x² + y² ≤ g z`, with `g` continuous, nonnegative on `[a, b]` and
nonpositive outside, where `a ≤ b`, has volume `π ∫ₐᵇ g`. -/
theorem volume_revolution (g : ℝ → ℝ) (hg : Continuous g) (a b : ℝ) (hab : a ≤ b)
    (hin : ∀ z, z ∈ Icc a b → 0 ≤ g z) (hout : ∀ z, z ∉ Icc a b → g z ≤ 0) :
    volume {p : (ℝ × ℝ) × ℝ | p.1.1 ^ 2 + p.1.2 ^ 2 ≤ g p.2}
      = ENNReal.ofReal (π * ∫ z in a..b, g z) := by
  have hm : MeasurableSet {p : (ℝ × ℝ) × ℝ | p.1.1 ^ 2 + p.1.2 ^ 2 ≤ g p.2} :=
    (isClosed_le (by fun_prop) (by fun_prop)).measurableSet
  -- each slice at fixed `z` is a disc
  have h1 : ∀ z : ℝ, volume ((fun x : ℝ × ℝ => (x, z)) ⁻¹'
      {p : (ℝ × ℝ) × ℝ | p.1.1 ^ 2 + p.1.2 ^ 2 ≤ g p.2})
      = (Icc a b).indicator (fun z => ENNReal.ofReal (π * g z)) z := by
    intro z
    by_cases hz : z ∈ Icc a b
    · rw [indicator_of_mem hz]
      exact volume_disc (g z)
    · rw [indicator_of_notMem hz]
      exact (volume_disc (g z)).trans
        (ENNReal.ofReal_of_nonpos (by nlinarith [Real.pi_pos, hout z hz]))
  have hc : Continuous fun z => π * g z := by fun_prop
  have hI : ENNReal.ofReal (∫ z in Icc a b, π * g z)
      = ∫⁻ z in Icc a b, ENNReal.ofReal (π * g z) := by
    refine ofReal_integral_eq_lintegral_ofReal hc.integrableOn_Icc ?_
    filter_upwards [ae_restrict_mem measurableSet_Icc] with z hz
    exact mul_nonneg Real.pi_pos.le (hin z hz)
  rw [Measure.volume_eq_prod, Measure.prod_apply_symm hm]
  refine (lintegral_congr h1).trans ?_
  rw [lintegral_indicator measurableSet_Icc, ← hI, integral_const_mul,
    integral_Icc_eq_integral_Ioc, intervalIntegral.integral_of_le hab]
```

For a ball about $(0,0,c)$ the profile is $k^2-(z-c)^2$, with antiderivative $k^2z-(z-c)^3/3$, so for any limits $a,b$
$$\int_a^b\bigl[k^2-(z-c)^2\bigr]dz=k^2(b-a)-\tfrac13\bigl[(b-c)^3-(a-c)^3\bigr].$$
The proof checks the derivative and applies the fundamental theorem of calculus.

```lean
/-- The integral along `z` of the squared slice radius `k² - (z - c)²` of a sphere. -/
theorem integral_slice (k c a b : ℝ) :
    ∫ z in a..b, (k ^ 2 - (z - c) ^ 2) = k ^ 2 * (b - a) - ((b - c) ^ 3 - (a - c) ^ 3) / 3 := by
  have h : ∀ z ∈ uIcc a b,
      HasDerivAt (fun z => k ^ 2 * z - (z - c) ^ 3 / 3) (k ^ 2 - (z - c) ^ 2) z := by
    intro z _
    have h0 := ((hasDerivAt_id' z).const_mul (k ^ 2)).fun_sub
      ((((hasDerivAt_id' z).sub_const c).fun_pow 3).div_const 3)
    refine h0.congr_deriv ?_
    ring1
  rw [intervalIntegral.integral_eq_sub_of_hasDerivAt h
    (Continuous.intervalIntegrable (by fun_prop) _ _)]
  ring
```

## The sphere and the lens

The profile factorises as $k^2-(z-c)^2=(z-(c-k))\,((c+k)-z)$, which is nonnegative on $[c-k,c+k]$. At a distance $u>0$ beyond either end it equals $k^2-(k+u)^2\le0$. These are the two sign conditions handed to `volume_revolution`, and the products passed to `nlinarith` are the ones that appear in them. The integral is $2k^3-\tfrac23k^3=\tfrac43k^3$, so $|B_c|=4\pi k^3/3$ for every $c$ and every $k\ge 0$.

```lean
/-- For `k ≥ 0` the Fermi sphere has volume `4 π k³ / 3` for every displacement `c`. -/
theorem volume_fermiSphere (k c : ℝ) (hk : 0 ≤ k) :
    volume (fermiSphere k c) = ENNReal.ofReal (4 * π * k ^ 3 / 3) := by
  have h := volume_revolution (fun z => k ^ 2 - (z - c) ^ 2) (by fun_prop) (c - k) (c + k)
    (by linarith)
    (fun z hz => by
      show 0 ≤ k ^ 2 - (z - c) ^ 2
      nlinarith [mul_nonneg (sub_nonneg.2 hz.1) (sub_nonneg.2 hz.2)])
    (fun z hz => by
      show k ^ 2 - (z - c) ^ 2 ≤ 0
      rw [mem_Icc, not_and_or, not_le, not_le] at hz
      rcases hz with hz | hz
      · nlinarith [mul_nonneg hk (sub_pos.2 hz).le, sq_nonneg (c - k - z)]
      · nlinarith [mul_nonneg hk (sub_pos.2 hz).le, sq_nonneg (z - (c + k))])
  have hs : fermiSphere k c
      = {p : (ℝ × ℝ) × ℝ | p.1.1 ^ 2 + p.1.2 ^ 2 ≤ k ^ 2 - (p.2 - c) ^ 2} := by
    ext p
    simp only [fermiSphere, Set.mem_ofPred_eq]
    constructor <;> intro h <;> linarith
  rw [hs]
  refine h.trans (congrArg _ ?_)
  try beta_reduce
  rw [integral_slice]
  ring
```

A point lies in $B_0\cap B_q$ when $x^2+y^2$ is at most both profiles, so the lens has profile $\min(k^2-z^2,\ k^2-(z-q)^2)$, as `hs` states. It extends over $[q-k,k]$, from the bottom of $B_q$ to the top of $B_0$, and this interval is nonempty because $q\le2k$. On it $k^2-z^2=(k-z)(k+z)$ and $k^2-(z-q)^2=(k+q-z)(z-(q-k))$ are products of nonnegative factors, since $k+z\ge q\ge0$ and $k+q-z\ge q\ge 0$. Below $q-k$ the second profile is nonpositive, and above $k$ the first. The difference of the profiles is
$$(k^2-z^2)-\bigl(k^2-(z-q)^2\bigr)=2q\,(q/2-z),$$
so the displaced sphere bounds the lens for $z\le q/2$ (`i1`) and the original one for $z\ge q/2$ (`i2`). The two integrals are
$$\int_{q-k}^{q/2}\bigl[k^2-(z-q)^2\bigr]dz=\int_{q/2}^{k}(k^2-z^2)\,dz=\tfrac23k^3-\tfrac12k^2q+\tfrac1{24}q^3,$$
and their sum times $\pi$ is
$$|B_0\cap B_q|=\pi\Bigl(\tfrac43k^3-k^2q+\tfrac1{12}q^3\Bigr)=\frac{\pi(2k-q)^2(4k+q)}{12}.$$
This is $5\pi/12$ at $k=q=1$, the full sphere at $q=0$ and zero at $q=2k$. The proof splits the integral at $q/2$, evaluates each half with `integral_slice` and leaves the factorisation to `ring`.

```lean
/-- Two Fermi spheres at distance `0 ≤ q ≤ 2k` overlap in a lens of volume
`π (2k - q)² (4k + q) / 12`. -/
theorem volume_overlap (k q : ℝ) (hq : 0 ≤ q) (hq2 : q ≤ 2 * k) :
    volume (fermiSphere k 0 ∩ fermiSphere k q)
      = ENNReal.ofReal (π * (2 * k - q) ^ 2 * (4 * k + q) / 12) := by
  have hk : 0 ≤ k := by linarith
  have h1 : q - k ≤ q / 2 := by linarith
  have h2 : q / 2 ≤ k := by linarith
  have hc : Continuous fun z : ℝ => min (k ^ 2 - (z - 0) ^ 2) (k ^ 2 - (z - q) ^ 2) := by
    fun_prop
  have h := volume_revolution _ hc (q - k) k (h1.trans h2)
    (fun z hz => by
      have a1 : 0 ≤ k + z := by linarith [hz.1]
      have a2 : 0 ≤ k + q - z := by linarith [hz.2]
      exact le_min (by nlinarith [mul_nonneg a1 (sub_nonneg.2 hz.2)])
        (by nlinarith [mul_nonneg a2 (sub_nonneg.2 hz.1)]))
    (fun z hz => by
      rw [mem_Icc, not_and_or, not_le, not_le] at hz
      rcases hz with hz | hz
      · exact (min_le_right _ _).trans
          (by nlinarith [mul_nonneg hk (sub_pos.2 hz).le, sq_nonneg (q - k - z)])
      · exact (min_le_left _ _).trans
          (by nlinarith [mul_nonneg hk (sub_pos.2 hz).le, sq_nonneg (z - k)]))
  have hs : fermiSphere k 0 ∩ fermiSphere k q = {p : (ℝ × ℝ) × ℝ | p.1.1 ^ 2 + p.1.2 ^ 2
      ≤ min (k ^ 2 - (p.2 - 0) ^ 2) (k ^ 2 - (p.2 - q) ^ 2)} := by
    ext p
    simp only [fermiSphere, mem_inter_iff, Set.mem_ofPred_eq, le_min_iff]
    constructor <;> rintro ⟨a, b⟩ <;> constructor <;> linarith
  -- the mid-plane `z = q/2` cuts the lens into two spherical caps
  have i1 : ∫ z in (q - k)..(q / 2), min (k ^ 2 - (z - 0) ^ 2) (k ^ 2 - (z - q) ^ 2)
      = ∫ z in (q - k)..(q / 2), (k ^ 2 - (z - q) ^ 2) :=
    intervalIntegral.integral_congr fun z hz => by
      rw [uIcc_of_le h1] at hz
      exact min_eq_right (by nlinarith [mul_nonneg hq (sub_nonneg.2 hz.2)])
  have i2 : ∫ z in (q / 2)..k, min (k ^ 2 - (z - 0) ^ 2) (k ^ 2 - (z - q) ^ 2)
      = ∫ z in (q / 2)..k, (k ^ 2 - (z - 0) ^ 2) :=
    intervalIntegral.integral_congr fun z hz => by
      rw [uIcc_of_le h2] at hz
      exact min_eq_left (by nlinarith [mul_nonneg hq (sub_nonneg.2 hz.1)])
  rw [hs]
  refine h.trans (congrArg _ ?_)
  try beta_reduce
  rw [← intervalIntegral.integral_add_adjacent_intervals
    (hc.intervalIntegrable (q - k) (q / 2)) (hc.intervalIntegrable (q / 2) k), i1, i2,
    integral_slice, integral_slice]
  ring
```

## Volume outside the displaced sphere for $0\le q\le2k$

Every point of $B_0$ has either $|\mathbf p-\mathbf q|>k$ or $|\mathbf p-\mathbf q|\le k$, and never both, so $B_0$ is the disjoint union of $E$ and the lens. Subtracting,
$$|E|=\tfrac43\pi k^3-\pi\Bigl(\tfrac43k^3-k^2q+\tfrac1{12}q^3\Bigr)=\pi k^2q-\tfrac{\pi}{12}q^3=\frac{4\pi k^3}{3}\left(\frac{3q}{4k}-\frac{q^3}{16k^3}\right).$$
The theorem `volume_excitable` states this for real $k>0$ and $0\le q\le 2k$, as an equality of the Lebesgue measure of `excitable k q` with the real expression carried into $[0,\infty]$. The union is `hu`, the disjointness is `hd`, and `measure_union` adds the volumes. Cancelling the lens from a sum in $[0,\infty]$ requires its volume to be finite, which holds for any value of `ENNReal.ofReal`. Moving the subtraction to the reals uses `hl`, the nonnegativity of the lens formula.

```lean
/-- For `k > 0` and `0 ≤ q ≤ 2k` the part of the Fermi sphere outside the displaced sphere has
volume `(4 π k³ / 3) (3q/(4k) - q³/(16k³))`. -/
theorem volume_excitable (k q : ℝ) (hk : 0 < k) (hq : 0 ≤ q) (hq2 : q ≤ 2 * k) :
    volume (excitable k q)
      = ENNReal.ofReal (4 * π * k ^ 3 / 3 * (3 * q / (4 * k) - q ^ 3 / (16 * k ^ 3))) := by
  have hm : ∀ c, MeasurableSet (fermiSphere k c) := fun c =>
    (isClosed_le (by fun_prop) (by fun_prop)).measurableSet
  -- the sphere is the disjoint union of the non-overlapping part and the lens
  have hu : excitable k q ∪ (fermiSphere k 0 ∩ fermiSphere k q) = fermiSphere k 0 := by
    ext p
    simp only [excitable, fermiSphere, mem_union, mem_inter_iff, Set.mem_ofPred_eq, sub_zero]
    constructor
    · rintro (h | h) <;> exact h.1
    · intro h
      exact (lt_or_ge _ _).imp (fun a => ⟨h, a⟩) (fun a => ⟨h, a⟩)
  have hd : Disjoint (excitable k q) (fermiSphere k 0 ∩ fermiSphere k q) :=
    disjoint_left.2 fun p h1 h2 => not_le_of_gt h1.2 h2.2
  have h := measure_union (μ := volume) hd ((hm 0).inter (hm q))
  rw [hu, volume_fermiSphere k 0 hk.le, volume_overlap k q hq hq2] at h
  have hl : 0 ≤ π * (2 * k - q) ^ 2 * (4 * k + q) / 12 := by positivity
  rw [ENNReal.eq_sub_of_add_eq ENNReal.ofReal_ne_top h.symm, ← ENNReal.ofReal_sub _ hl]
  congr 1
  field_simp
  ring
```

## Separated spheres, $q>2k$

The bound $q\le2k$ marks where the polynomial stops describing the geometry. At $k=1$, $q=3$ the two balls are disjoint and the fraction is $1$, while the polynomial gives $9/4-27/16=9/16$; the lens formula would assign $7\pi/12$ to an empty set. In general, a point of $B_0$ has $z\le k$ (`hz`), so $q-z>k$ when $q>2k$, hence $(z-q)^2>k^2$ and the point lies outside $B_q$. Then $E=B_0$ as sets: no final state is Pauli blocked. The inequality is strict because at $q=2k$ the balls still share the point $(0,0,k)$.

```lean
/-- For `k ≥ 0` and `q > 2k` the whole Fermi sphere lies outside the displaced sphere. -/
theorem excitable_of_large (k q : ℝ) (hk : 0 ≤ k) (hq : 2 * k < q) :
    excitable k q = fermiSphere k 0 := by
  ext p
  simp only [excitable, fermiSphere, Set.mem_ofPred_eq, sub_zero]
  refine ⟨fun h => h.1, fun h => ⟨h, ?_⟩⟩
  have hz : p.2 ≤ k := by
    by_contra hc
    have hu : 0 < p.2 - k := sub_pos.2 (not_le.1 hc)
    nlinarith [mul_pos hu hu, mul_nonneg hk hu.le, sq_nonneg p.1.1, sq_nonneg p.1.2]
  have hu : 0 < q - p.2 - k := by linarith
  nlinarith [mul_pos hu hu, mul_nonneg hk hu.le, sq_nonneg p.1.1, sq_nonneg p.1.2]
```

## The structure factor for all $q\ge0$

Dividing by $|B_0|=4\pi k^3/3>0$,
$$S(q)=\begin{cases}\dfrac{3q}{4k}-\dfrac{q^3}{16k^3}, & 0\le q\le2k,\\[2mm] 1, & q>2k.\end{cases}$$
The branches meet at $q=2k$, where the polynomial is $3/2-1/2=1$. In `structureFactor_eq` the cases are an `if q ≤ 2 * k`. To recover the real value from the measure in the first branch, the polynomial must be nonnegative, and this follows from writing it as $q(12k^2-q^2)/(16k^3)$ with $q^2\le4k^2$ (`e`, `h12`, `hS`). The prefactor $4\pi k^3/3$ then cancels. In the second branch numerator and denominator are the volume of the same set. The result concerns a sharp spherical Fermi surface in three dimensions with a continuum of wave vectors; finite temperature, interactions and the discrete wave vectors of a finite cell are not treated.

```lean
/-- For `k > 0` the free-gas structure factor equals `3q/(4k) - q³/(16k³)` for `0 ≤ q ≤ 2k` and `1`
for `q > 2k`. -/
theorem structureFactor_eq (k q : ℝ) (hk : 0 < k) (hq : 0 ≤ q) :
    structureFactor k q
      = if q ≤ 2 * k then 3 * q / (4 * k) - q ^ 3 / (16 * k ^ 3) else 1 := by
  have hV : 0 < 4 * π * k ^ 3 / 3 := by positivity
  unfold structureFactor
  split_ifs with h
  · have e : 3 * q / (4 * k) - q ^ 3 / (16 * k ^ 3)
        = q * (12 * k ^ 2 - q ^ 2) / (16 * k ^ 3) := by
      field_simp
      ring
    have h12 : 0 ≤ 12 * k ^ 2 - q ^ 2 := by nlinarith
    have hS : 0 ≤ 3 * q / (4 * k) - q ^ 3 / (16 * k ^ 3) := by
      rw [e]
      exact div_nonneg (mul_nonneg hq h12) (by positivity)
    rw [volume_excitable k q hk hq h, volume_fermiSphere k 0 hk.le,
      ENNReal.toReal_ofReal (mul_nonneg hV.le hS), ENNReal.toReal_ofReal hV.le]
    exact mul_div_cancel_left₀ _ hV.ne'
  · rw [excitable_of_large k q hk.le (not_le.1 h), volume_fermiSphere k 0 hk.le,
      ENNReal.toReal_ofReal hV.le]
    exact div_self hV.ne'

end

end FreeGasStructureFactor
```

```lean
#print axioms FreeGasStructureFactor.volume_fermiSphere
#print axioms FreeGasStructureFactor.structureFactor_eq
```

```
'FreeGasStructureFactor.volume_fermiSphere' depends on axioms: [propext, Classical.choice, Quot.sound]
'FreeGasStructureFactor.structureFactor_eq' depends on axioms: [propext, Classical.choice, Quot.sound]
```
